# For nonzero α, the one-electron Pauli energy of s states has no variational lower bound

The normalised 1s function \(P(r)=2\zeta^{3/2}\,r\,e^{-\zeta r}\) with orbital exponent \(\zeta>0\), in the field of a nuclear charge \(Z\), has a Pauli energy, mass-velocity and Darwin terms included, that tends to \(-\infty\) as \(\zeta\to\infty\) whenever the fine-structure constant \(\alpha\) is nonzero. No number therefore bounds this energy from below over the admissible s-state trial functions.

```lean
import Mathlib

open MeasureTheory Set Filter

noncomputable section

namespace PauliVariationalCollapse

/-- The 1s radial function `P(r) = 2 ζ^(3/2) r exp(-ζ r)` with orbital exponent `ζ`. -/
def slater1s (ζ r : ℝ) : ℝ := 2 * ζ ^ (3 / 2 : ℝ) * r * Real.exp (-(ζ * r))

/-- The Pauli energy of an s state with radial function `P` in atomic units: kinetic energy,
nuclear attraction, mass-velocity term and Darwin term, with `|ψ(0)|² = P'(0)² / (4π)`. -/
def pauliEnergy (Z α : ℝ) (P : ℝ → ℝ) : ℝ :=
  1 / 2 * (∫ r in Ioi (0 : ℝ), deriv P r ^ 2) - Z * (∫ r in Ioi (0 : ℝ), P r ^ 2 / r)
    - α ^ 2 / 8 * (∫ r in Ioi (0 : ℝ), deriv (deriv P) r ^ 2)
    + Real.pi * Z * α ^ 2 / 2 * (deriv P 0 ^ 2 / (4 * Real.pi))

/-- Admissible radial functions: twice continuously differentiable, zero at the nucleus,
normalized, and with finite kinetic, Coulomb and mass-velocity integrals. -/
structure IsTrial (P : ℝ → ℝ) : Prop where
  smooth : ContDiff ℝ 2 P
  zero : P 0 = 0
  norm : IntegrableOn (fun r => P r ^ 2) (Ioi 0) ∧ ∫ r in Ioi (0 : ℝ), P r ^ 2 = 1
  kinetic : IntegrableOn (fun r => deriv P r ^ 2) (Ioi 0)
  coulomb : IntegrableOn (fun r => P r ^ 2 / r) (Ioi 0)
  massVelocity : IntegrableOn (fun r => deriv (deriv P) r ^ 2) (Ioi 0)

lemma moment {k : ℝ} (hk : 0 < k) (n : ℕ) :
    IntegrableOn (fun r : ℝ => r ^ n * Real.exp (-(k * r))) (Ioi 0) ∧
      ∫ r in Ioi (0 : ℝ), r ^ n * Real.exp (-(k * r)) = (1 / k) ^ (n + 1) * n.factorial := by
  have h := Real.integral_rpow_mul_exp_neg_mul_Ioi (a := (n : ℝ) + 1) (r := k)
    (by positivity) hk
  have e : (1 / k) ^ ((n : ℝ) + 1) = (1 / k) ^ (n + 1) := by
    rw [← Real.rpow_natCast, Nat.cast_add, Nat.cast_one]
  rw [Real.Gamma_nat_eq_factorial, e] at h
  simp only [add_sub_cancel_right, Real.rpow_natCast] at h
  refine ⟨?_, h⟩
  -- a non-integrable function would have integral zero
  by_contra hn
  have h0 := integral_undef hn
  rw [h] at h0
  have : 0 < (1 / k) ^ (n + 1) * (n.factorial : ℝ) := by positivity
  exact this.ne' h0

/-- A quadratic polynomial times `exp(-k r)` is integrable over `r > 0`, with the integral
`a/k + b/k² + 2c/k³`. -/
theorem integral_quadratic_exp {k : ℝ} (hk : 0 < k) (a b c : ℝ) :
    IntegrableOn (fun r : ℝ => (a + b * r + c * r ^ 2) * Real.exp (-(k * r))) (Ioi 0) ∧
      ∫ r in Ioi (0 : ℝ), (a + b * r + c * r ^ 2) * Real.exp (-(k * r))
        = a / k + b / k ^ 2 + 2 * c / k ^ 3 := by
  have e : (fun r : ℝ => (a + b * r + c * r ^ 2) * Real.exp (-(k * r))) =
      fun r : ℝ => a * (r ^ 0 * Real.exp (-(k * r))) + b * (r ^ 1 * Real.exp (-(k * r)))
        + c * (r ^ 2 * Real.exp (-(k * r))) := by
    funext r; ring
  have i0 : Integrable (fun r : ℝ => a * (r ^ 0 * Real.exp (-(k * r))))
      (volume.restrict (Ioi 0)) := Integrable.const_mul (moment hk 0).1 a
  have i1 : Integrable (fun r : ℝ => b * (r ^ 1 * Real.exp (-(k * r))))
      (volume.restrict (Ioi 0)) := Integrable.const_mul (moment hk 1).1 b
  have i2 : Integrable (fun r : ℝ => c * (r ^ 2 * Real.exp (-(k * r))))
      (volume.restrict (Ioi 0)) := Integrable.const_mul (moment hk 2).1 c
  have i01 : Integrable (fun r : ℝ => a * (r ^ 0 * Real.exp (-(k * r)))
      + b * (r ^ 1 * Real.exp (-(k * r)))) (volume.restrict (Ioi 0)) := i0.add i1
  rw [e]
  refine ⟨i01.add i2, ?_⟩
  rw [integral_add i01 i2, integral_add i0 i1, integral_const_mul, integral_const_mul,
    integral_const_mul, (moment hk 0).2, (moment hk 1).2, (moment hk 2).2]
  norm_num [Nat.factorial]
  ring

lemma hasDerivAt_linear_exp (a b ζ r : ℝ) :
    HasDerivAt (fun r : ℝ => (a + b * r) * Real.exp (-(ζ * r)))
      ((b - ζ * (a + b * r)) * Real.exp (-(ζ * r))) r := by
  have h1 : HasDerivAt (fun r : ℝ => a + b * r) b r :=
    (((hasDerivAt_id' r).const_mul b).congr_deriv (mul_one b)).const_add a
  have h2 : HasDerivAt (fun r : ℝ => -(ζ * r)) (-ζ) r :=
    (((hasDerivAt_id' r).const_mul ζ).congr_deriv (mul_one ζ)).neg
  refine (h1.fun_mul h2.exp).congr_deriv ?_
  ring

lemma deriv_slater (ζ r : ℝ) : deriv (slater1s ζ) r =
    2 * ζ ^ (3 / 2 : ℝ) * (1 - ζ * r) * Real.exp (-(ζ * r)) := by
  have e : slater1s ζ = fun r => (0 + 2 * ζ ^ (3 / 2 : ℝ) * r) * Real.exp (-(ζ * r)) := by
    funext x; rw [slater1s, zero_add]
  rw [e, (hasDerivAt_linear_exp _ _ ζ r).deriv]
  ring

lemma deriv_deriv_slater (ζ r : ℝ) : deriv (deriv (slater1s ζ)) r =
    2 * ζ ^ (3 / 2 : ℝ) * (ζ ^ 2 * r - 2 * ζ) * Real.exp (-(ζ * r)) := by
  have e : deriv (slater1s ζ) = fun r => (2 * ζ ^ (3 / 2 : ℝ)
      + (-(2 * ζ ^ (3 / 2 : ℝ) * ζ)) * r) * Real.exp (-(ζ * r)) := by
    funext x; rw [deriv_slater]; ring
  rw [e, (hasDerivAt_linear_exp _ _ ζ r).deriv]
  ring

lemma sq_slater {ζ : ℝ} (hζ : 0 < ζ) (q r : ℝ) :
    (2 * ζ ^ (3 / 2 : ℝ) * q * Real.exp (-(ζ * r))) ^ 2 =
      4 * ζ ^ 3 * q ^ 2 * Real.exp (-(2 * ζ * r)) := by
  have h1 : (ζ ^ (3 / 2 : ℝ)) ^ 2 = ζ ^ 3 := by
    rw [← Real.rpow_natCast, ← Real.rpow_mul hζ.le, ← Real.rpow_natCast]
    norm_num
  have h2 : Real.exp (-(ζ * r)) ^ 2 = Real.exp (-(2 * ζ * r)) := by
    rw [sq, ← Real.exp_add]; congr 1; ring
  rw [mul_pow, mul_pow, mul_pow, h1, h2]
  ring

/-- The radial integrals of the 1s function: `∫P² = 1`, `∫P'² = ζ²`, `∫P²/r = ζ` and
`∫P''² = 5ζ⁴`. The function is an admissible trial function. -/
theorem slater_integrals {ζ : ℝ} (hζ : 0 < ζ) :
    IsTrial (slater1s ζ) ∧ ∫ r in Ioi (0 : ℝ), slater1s ζ r ^ 2 = 1 ∧
      ∫ r in Ioi (0 : ℝ), deriv (slater1s ζ) r ^ 2 = ζ ^ 2 ∧
      ∫ r in Ioi (0 : ℝ), slater1s ζ r ^ 2 / r = ζ ∧
      ∫ r in Ioi (0 : ℝ), deriv (deriv (slater1s ζ)) r ^ 2 = 5 * ζ ^ 4 := by
  have hk : 0 < 2 * ζ := by positivity
  -- each density is a quadratic polynomial times exp(-2ζr)
  have e0 : (fun r => slater1s ζ r ^ 2) =
      fun r => (0 + 0 * r + 4 * ζ ^ 3 * r ^ 2) * Real.exp (-(2 * ζ * r)) := by
    funext r; rw [slater1s, sq_slater hζ]; ring
  have e1 : (fun r => deriv (slater1s ζ) r ^ 2) = fun r => (4 * ζ ^ 3 + (-(8 * ζ ^ 4)) * r
      + 4 * ζ ^ 5 * r ^ 2) * Real.exp (-(2 * ζ * r)) := by
    funext r; rw [deriv_slater, sq_slater hζ]; ring
  have e2 : (fun r => slater1s ζ r ^ 2 / r) =
      fun r => (0 + 4 * ζ ^ 3 * r + 0 * r ^ 2) * Real.exp (-(2 * ζ * r)) := by
    funext r
    have h : r ^ 2 / r = r := by rw [sq, mul_self_div_self]
    rw [slater1s, sq_slater hζ]
    linear_combination (4 * ζ ^ 3 * Real.exp (-(2 * ζ * r))) * h
  have e3 : (fun r => deriv (deriv (slater1s ζ)) r ^ 2) = fun r => (16 * ζ ^ 5
      + (-(16 * ζ ^ 6)) * r + 4 * ζ ^ 7 * r ^ 2) * Real.exp (-(2 * ζ * r)) := by
    funext r; rw [deriv_deriv_slater, sq_slater hζ]; ring
  have h0 := integral_quadratic_exp hk 0 0 (4 * ζ ^ 3)
  have h1 := integral_quadratic_exp hk (4 * ζ ^ 3) (-(8 * ζ ^ 4)) (4 * ζ ^ 5)
  have h2 := integral_quadratic_exp hk 0 (4 * ζ ^ 3) 0
  have h3 := integral_quadratic_exp hk (16 * ζ ^ 5) (-(16 * ζ ^ 6)) (4 * ζ ^ 7)
  rw [← e0] at h0
  rw [← e1] at h1
  rw [← e2] at h2
  rw [← e3] at h3
  have n0 : ∫ r in Ioi (0 : ℝ), slater1s ζ r ^ 2 = 1 :=
    h0.2.trans (by field_simp; ring)
  refine ⟨⟨by unfold slater1s; fun_prop, by simp [slater1s], ⟨h0.1, n0⟩, h1.1, h2.1, h3.1⟩,
    n0, h1.2.trans ?_, h2.2.trans ?_, h3.2.trans ?_⟩ <;> field_simp <;> ring

/-- The Pauli energy of the 1s function as a polynomial in the orbital exponent. -/
theorem pauliEnergy_slater (Z α : ℝ) {ζ : ℝ} (hζ : 0 < ζ) :
    pauliEnergy Z α (slater1s ζ) =
      ζ ^ 2 / 2 - Z * ζ - 5 * α ^ 2 * ζ ^ 4 / 8 + Z * α ^ 2 * ζ ^ 3 / 2 := by
  obtain ⟨-, -, h1, h2, h3⟩ := slater_integrals hζ
  have hd : deriv (slater1s ζ) 0 ^ 2 = 4 * ζ ^ 3 := by
    rw [deriv_slater, sq_slater hζ]; simp
  have hp : Real.pi * Real.pi⁻¹ = 1 := mul_inv_cancel₀ Real.pi_ne_zero
  have hD : Real.pi * Z * α ^ 2 / 2 * (4 * ζ ^ 3 / (4 * Real.pi)) = Z * α ^ 2 * ζ ^ 3 / 2 := by
    rw [div_eq_mul_inv (4 * ζ ^ 3), mul_inv]
    linear_combination (Z * α ^ 2 * ζ ^ 3 / 2) * hp
  rw [pauliEnergy, h1, h2, h3, hd, hD]
  ring

/-- For `α ≠ 0` the Pauli energy of the 1s function tends to `-∞` as the orbital exponent
grows. -/
theorem pauliEnergy_tendsto_atBot (Z : ℝ) {α : ℝ} (hα : α ≠ 0) :
    Tendsto (fun ζ => pauliEnergy Z α (slater1s ζ)) atTop atBot := by
  -- factor out ζ⁴; the other factor is a polynomial in 1/ζ
  let q : ℝ → ℝ := fun u => u ^ 2 / 2 - Z * u ^ 3 - 5 * α ^ 2 / 8 + Z * α ^ 2 * u / 2
  have hc : Continuous q := by unfold q; fun_prop
  have hq : Tendsto (fun x : ℝ => q x⁻¹) atTop (nhds (q 0)) :=
    (hc.tendsto 0).comp tendsto_inv_atTop_zero
  have hneg : q 0 < 0 := by
    have : 0 < α ^ 2 := by positivity
    simp only [q]
    linarith
  have h4 : Tendsto (fun x : ℝ => x ^ 4) atTop atTop := tendsto_pow_atTop (by norm_num)
  refine (h4.atTop_mul_neg hneg hq).congr' ?_
  filter_upwards [eventually_gt_atTop (0 : ℝ)] with ζ hζ
  rw [pauliEnergy_slater Z α hζ]
  simp only [q]
  field_simp

/-- For `α ≠ 0` no number bounds the Pauli energy from below over all admissible trial
functions. -/
theorem no_variational_lower_bound (Z : ℝ) {α : ℝ} (hα : α ≠ 0) :
    ¬ ∃ E₀ : ℝ, ∀ P : ℝ → ℝ, IsTrial P → E₀ ≤ pauliEnergy Z α P := by
  rintro ⟨E₀, h⟩
  obtain ⟨ζ, hE, hζ⟩ := (((pauliEnergy_tendsto_atBot Z hα).eventually
    (eventually_lt_atBot E₀)).and (eventually_gt_atTop 0)).exists
  exact not_le_of_gt hE (h _ (slater_integrals hζ).1)

/-- Within the family of 1s functions the Pauli energy is bounded below exactly when
`α = 0`. -/
theorem slater_bounded_below_iff (Z α : ℝ) :
    (∃ E₀ : ℝ, ∀ ζ : ℝ, 0 < ζ → E₀ ≤ pauliEnergy Z α (slater1s ζ)) ↔ α = 0 := by
  constructor
  · rintro ⟨E₀, h⟩
    by_contra hα
    obtain ⟨ζ, hE, hζ⟩ := (((pauliEnergy_tendsto_atBot Z hα).eventually
      (eventually_lt_atBot E₀)).and (eventually_gt_atTop 0)).exists
    exact not_le_of_gt hE (h ζ hζ)
  · rintro rfl
    -- complete the square: ζ²/2 - Zζ = (ζ - Z)²/2 - Z²/2
    refine ⟨-Z ^ 2 / 2, fun ζ hζ => ?_⟩
    rw [pauliEnergy_slater Z 0 hζ]
    nlinarith [sq_nonneg (ζ - Z)]

end PauliVariationalCollapse
```

```lean
#print axioms PauliVariationalCollapse.no_variational_lower_bound
#print axioms PauliVariationalCollapse.slater_bounded_below_iff
```

```
'PauliVariationalCollapse.no_variational_lower_bound' depends on axioms: [propext, Classical.choice, Quot.sound]
'PauliVariationalCollapse.slater_bounded_below_iff' depends on axioms: [propext, Classical.choice, Quot.sound]
```

## The energy functional and its trial functions

An s state has the wave function \(\psi(\mathbf r)=P(r)/(r\sqrt{4\pi})\), where \(P\) is the radial function. In atomic units, `pauliEnergy Z α P` is

\[
E[P]=\frac12\int_0^\infty P'^2\,dr-Z\int_0^\infty\frac{P^2}{r}\,dr-\frac{\alpha^2}{8}\int_0^\infty P''^2\,dr+\frac{\pi Z\alpha^2}{2}\,\frac{P'(0)^2}{4\pi}.
\]

The first two terms are the nonrelativistic kinetic energy and the nuclear attraction. For the kinetic term, the radial part of \(|\nabla\psi|^2\) gives

\[
r^2\left(\frac{P'}{r}-\frac{P}{r^2}\right)^2=P'^2-\frac{d}{dr}\left(\frac{P^2}{r}\right),
\]

and the total derivative integrates to zero, since \(P\) vanishes at least linearly at the nucleus and decays at large \(r\).

The third term is the mass-velocity correction, the expectation value of \(-\alpha^2p^4/8\), where \(p\) is the momentum and \(p^2=-\nabla^2\). Because \(\nabla^2\psi=P''/(r\sqrt{4\pi})\), the expectation value of \(p^4\), read as the squared norm of \(p^2\psi\), is \(\int P''^2\,dr\). The fourth is the Darwin term, a contact interaction proportional to the density at the nucleus, \(|\psi(0)|^2=P'(0)^2/(4\pi)\). Spin-orbit coupling vanishes for an s state.

In atomic units \(\alpha\) is the inverse speed of light and sets the size of the relativistic corrections; \(\alpha=0\) is the nonrelativistic limit. In the Lean code \(\alpha\) and \(Z\) are arbitrary real numbers. The model has one electron and a fixed point nucleus, and the functional is taken as a definition, not derived from the Dirac equation.

The structure `IsTrial` states which radial functions are admitted. They are twice continuously differentiable, vanish at \(r=0\), satisfy \(\int P^2\,dr=1\), and have integrable kinetic, Coulomb and mass-velocity densities. In Lean, `P` is a function on the whole real line, and the smoothness condition applies there, while the integrals run over `Ioi 0`, the half-line \(r>0\).

The theorem `no_variational_lower_bound` says that if \(\alpha\neq0\), there is no real \(E_0\) with \(E_0\le E[P]\) for every admissible \(P\). The theorem `slater_bounded_below_iff` concerns only the 1s family: there a lower bound exists exactly when \(\alpha=0\). It makes no statement about other trial functions in the nonrelativistic case.

For electronic-structure work, this means that in the one-electron s-state model the full Pauli energy with \(\alpha\neq0\) has no global minimum over the orbital exponent. A local minimum in \(\zeta\) can still exist: for \(Z>0\) and small \(Z\alpha\) there is one near \(\zeta=Z\), and a numerical search over \(\zeta\) started there can stop at it. Evaluating the same corrections with a fixed 1s function still gives a finite number.

## Four integrals from one formula

Differentiating \(P\) twice gives

\[
P'=2\zeta^{3/2}(1-\zeta r)e^{-\zeta r},\qquad
P''=2\zeta^{3/2}(\zeta^2r-2\zeta)e^{-\zeta r}.
\]

Each density is then \(4\zeta^3\) times a polynomial of degree at most two times \(e^{-2\zeta r}\). For \(k>0\),

\[
\int_0^\infty(a+br+cr^2)e^{-kr}\,dr=\frac ak+\frac b{k^2}+\frac{2c}{k^3}.
\]

With \(k=2\zeta\) this yields

\[
\begin{aligned}
\int_0^\infty P^2\,dr&=4\zeta^3\cdot\frac{2}{8\zeta^3}=1,\\
\int_0^\infty P'^2\,dr&=4\zeta^3\left(\frac1{2\zeta}-\frac{2\zeta}{4\zeta^2}+\frac{2\zeta^2}{8\zeta^3}\right)=\zeta^2,\\
\int_0^\infty\frac{P^2}{r}\,dr&=4\zeta^3\cdot\frac1{4\zeta^2}=\zeta,\\
\int_0^\infty P''^2\,dr&=4\zeta^3\left(\frac{4\zeta^2}{2\zeta}-\frac{4\zeta^3}{4\zeta^2}+\frac{2\zeta^4}{8\zeta^3}\right)=4\zeta^3\cdot\frac{5\zeta}{4}=5\zeta^4.
\end{aligned}
\]

The Lean proof follows the same route. `hasDerivAt_linear_exp` differentiates a linear polynomial times an exponential, and `deriv_slater` and `deriv_deriv_slater` apply it once and twice. `sq_slater` squares the common prefactor, turning \((\zeta^{3/2})^2\) into \(\zeta^3\). In `slater_integrals`, the equations `e0` to `e3` rewrite the four densities as quadratics times \(e^{-2\zeta r}\), and `integral_quadratic_exp` supplies both their integrability and their values. This also shows that the 1s function satisfies `IsTrial`.

## The quartic term wins

At the nucleus \(P'(0)^2=4\zeta^3\), so the Darwin term equals

\[
\frac{\pi Z\alpha^2}{2}\cdot\frac{4\zeta^3}{4\pi}=\frac{Z\alpha^2\zeta^3}{2}.
\]

Together with the integrals, this gives the formula of `pauliEnergy_slater`:

\[
E(\zeta)=\frac{\zeta^2}{2}-Z\zeta-\frac{5\alpha^2\zeta^4}{8}+\frac{Z\alpha^2\zeta^3}{2}.
\]

Contracting the orbital raises the kinetic energy as \(\zeta^2\) and, for \(Z>0\), the Darwin energy as \(\zeta^3\). For \(\alpha\neq0\) the mass-velocity term is negative and grows in magnitude as \(\zeta^4\), so at large \(\zeta\) it outweighs both. To make this precise, factor out the highest power:

\[
E(\zeta)=\zeta^4\,q(1/\zeta),\qquad
q(u)=\frac{u^2}{2}-Zu^3-\frac{5\alpha^2}{8}+\frac{Z\alpha^2u}{2}.
\]

As \(\zeta\to\infty\), the second factor tends to \(q(0)=-5\alpha^2/8\), which is negative for \(\alpha\neq0\), while \(\zeta^4\to\infty\). The product tends to \(-\infty\), whatever the sign of \(Z\).

In `pauliEnergy_tendsto_atBot`, continuity of `q` gives the limit of the second factor, and `atTop_mul_neg` combines it with the growth of \(\zeta^4\). The closed formula is proved only for \(\zeta>0\), which suffices because a limit at infinity depends only on large \(\zeta\).

Given any proposed bound \(E_0\), there is thus a positive \(\zeta\) with \(E(\zeta)<E_0\). Its 1s function is admissible, which contradicts the bound and proves `no_variational_lower_bound`. The same argument gives one direction of `slater_bounded_below_iff`. For the other, set \(\alpha=0\) and complete the square:

\[
E(\zeta)=\frac{\zeta^2}{2}-Z\zeta=\frac{(\zeta-Z)^2}{2}-\frac{Z^2}{2}\ge-\frac{Z^2}{2}.
\]

The tactic `nlinarith` obtains this inequality from the nonnegativity of \((\zeta-Z)^2\).

## Integrability read off from a nonzero integral

Admissibility requires convergent integrals as well as their values. The Mathlib result behind `moment`, `Real.integral_rpow_mul_exp_neg_mul_Ioi`, states only a value, which for a natural number \(n\) becomes

\[
\int_0^\infty r^n e^{-kr}\,dr=\frac{n!}{k^{n+1}}.
\]

The proof recovers convergence from this equation by means of `integral_undef`. Mathlib assigns the integral of a non-integrable function the value zero, and this convention is why `IsTrial` demands integrability explicitly: otherwise a divergent kinetic energy could enter the functional as zero. Here the convention works in the proof's favour. If \(r^ne^{-kr}\) were not integrable, its integral would be zero, yet the formula gives a strictly positive number. The function is therefore integrable, and no separate estimate of its tail is needed.

The argument depends on the value being nonzero, so it is applied to the single powers \(r^0\), \(r^1\) and \(r^2\), whose integrals are all positive. `integral_quadratic_exp` then obtains integrability for every quadratic polynomial by linearity, including those whose integral happens to vanish.
